# With $S$ and $I-M$ invertible, the PCM form with $MS$ always has the conductor limit, and the form with $SM^{\mathsf T}$ has it exactly when $MS=SM^{\mathsf T}$

A solute in a cavity polarises the solvent around it, and the polarisable continuum model (PCM) represents that response by charges on the cavity surface. To compute them on a mesh I can use either of two matrices for the same operator product: $MS$ and $SM^{\mathsf T}$, where $S$ holds the Coulomb potentials between surface points and $M$ is the scaled double-layer matrix. On the continuous surface the two products agree.

When I make the permittivity huge, the first form gives the charges of a conductor calculation on the same mesh. The second settles on slightly different charges. Is there a bug in my matrices, or can a correct discretisation miss the conductor limit?

## A mismatch of the two products survives at infinite permittivity

The conductor limit can mean putting the dielectric factor equal to one in the equation, or following the computed charges as the permittivity grows. I take the second meaning for the general result, because it is what you observe and it doesn't presuppose an invertible matrix at the end point. The answer is that a correct discretisation can miss the limit.

Let $v$ be the solute potential at the surface points, $q$ the apparent charges and $\varepsilon$ the permittivity. In atomic units $M=DA/2\pi$, where $A$ is the diagonal matrix of the surface areas that belong to the points and $D_{ij}$, for $i\neq j$, is the derivative of $1/|r_i-r_j|$ with respect to $r_j$ along the outward normal. Put $f=(\varepsilon-1)/(\varepsilon+1)$; this is not the factor $(\varepsilon-1)/\varepsilon$ often written $f(\varepsilon)$ in conductor-like models. A real weight $\theta$ covers both forms and their mixtures:

$$K_\theta(f)=S-f\left[(1-\theta)MS+\theta SM^{\mathsf T}\right],\qquad K_\theta(f)\,q=-f(I-M)v .$$

Here $\theta=0$ is your first form, $\theta=1$ your second, and $\theta=1/2$ the symmetrised one. The response matrix is $R_\theta(f)=-fK_\theta(f)^{-1}(I-M)$. A conductor obeys $Sq=-v$, so its response is $-S^{-1}$.

**The first form at $f=1$.** Since $S-MS=(I-M)S$, the equation reads $(I-M)Sq=-(I-M)v$. Cancelling $I-M$ leaves $Sq=-v$. If $S$ is invertible as well, this is $(S-MS)^{-1}(I-M)=S^{-1}$.

**The second form at $f=1$.** Now $S-SM^{\mathsf T}=S(I-M)^{\mathsf T}$, which is invertible. Suppose $(S-SM^{\mathsf T})^{-1}(I-M)=S^{-1}$. Multiplying by $S-SM^{\mathsf T}$ on the left and by $S$ on the right gives $(I-M)S=S-SM^{\mathsf T}$, so $MS=SM^{\mathsf T}$. Conversely, if the products agree, the second form is the first.

**Any weight, in the limit.** Expanding the definition gives

$$(I-M)S-K_\theta(1)=\theta\,(SM^{\mathsf T}-MS).$$

As $\varepsilon\to\infty$, $f=1-2/(\varepsilon+1)\to1$. Suppose $R_\theta(f)\to-S^{-1}$. Taking the limit in $K_\theta(f)R_\theta(f)=-f(I-M)$ gives $K_\theta(1)S^{-1}=I-M$, hence $K_\theta(1)=(I-M)S$. The displayed difference is then zero, so $\theta=0$ or $MS=SM^{\mathsf T}$.

Conversely, either condition makes $K_\theta(1)=(I-M)S$, which is invertible. By continuity $K_\theta(f)$ is invertible for $f$ near one, and $R_\theta(f)\to-S^{-1}(I-M)^{-1}(I-M)=-S^{-1}$.

**Two points are enough to see the failure.** Take

$$S=\begin{pmatrix}2&1\\1&2\end{pmatrix},\qquad M=\begin{pmatrix}1/2&0\\0&0\end{pmatrix}.$$

The upper right entry is $1/2$ in $MS$ and $0$ in $SM^{\mathsf T}$, so only $\theta=0$ reaches the limit. For $\theta=1$ the off-diagonal entries of the limiting response are $2/3$ and $1/6$, where the conductor has $1/3$ twice.

## What the Lean theorems say about the surface

The type `n` is a finite set of surface points, and `S` and `M` are real matrices indexed by it. `1` is the identity matrix, `*ᵥ` applies a matrix to a vector, and `pcmMatrix` and `response` are $K_\theta(f)$ and $R_\theta(f)$.

- `left_form_conductor` states the first result as an equivalence of charge equations, so it needs only $I-M$ to be invertible.
- `right_form_conductor_iff` is the matrix identity for the second form.
- `conductor_limit_iff` is the limit for any real $\theta$. `atTop` means $\varepsilon\to\infty$, and convergence is entry by entry.
- `only_left_form_always` says that $\theta=0$ is the only weight in this family that works for every pair of real $2\times2$ matrices with $S$ symmetric and both $S$ and $I-M$ invertible.

The hypothesis `IsUnit S.det` says that different surface charges produce different surface potentials. `IsUnit (1 - M).det` says that no non-zero solute potential disappears from the right-hand side of the PCM equation. Symmetry of $S$, the reciprocity of Coulomb interactions, is not needed for the equivalences; with it, `condition_iff_symm` turns the condition into symmetry of $MS$.

The step left to you is from a cavity to its matrices. No hypothesis ties $S$ and $M$ to a real geometry or quadrature, and the two-point example is a pair of matrices, not a meshed molecule.

For PCM in electronic-structure calculations, this means that on a fixed finite mesh with these invertibility properties, agreement with the conductor in the limit of infinite permittivity is built into the $MS$ form, while for the other weights it depends on the mesh.

```lean
import Mathlib

open Matrix Filter Topology

namespace ConductorLimitPCM

noncomputable section

variable {n : Type*} [Fintype n] [DecidableEq n]

/-- The dielectric factor `(ε - 1) / (ε + 1)` of a solvent of permittivity `ε ≠ -1`. -/
def dielectricFactor (ε : ℝ) : ℝ := (ε - 1) / (ε + 1)

/-- The PCM matrix at dielectric factor `f`, with surface Coulomb matrix `S` and scaled
double-layer matrix `M`. The weight `θ` mixes the discretisations `M S` and `S Mᵀ`. -/
def pcmMatrix (θ f : ℝ) (S M : Matrix n n ℝ) : Matrix n n ℝ :=
  S - f • ((1 - θ) • (M * S) + θ • (S * Mᵀ))

/-- The matrix that turns the solute potential on the surface into apparent surface charges,
for an invertible PCM matrix. -/
def response (θ f : ℝ) (S M : Matrix n n ℝ) : Matrix n n ℝ :=
  -(f • ((pcmMatrix θ f S M)⁻¹ * (1 - M)))

/-- In the form with `M S`, at dielectric factor one and with `1 - M` invertible, the PCM
equation for the charges `q` is equivalent to the conductor equation `S q = -v`. -/
theorem left_form_conductor (S M : Matrix n n ℝ) (hM : IsUnit (1 - M).det) (q v : n → ℝ) :
    (S - M * S) *ᵥ q = -((1 - M) *ᵥ v) ↔ S *ᵥ q = -v := by
  have h : S - M * S = (1 - M) * S := by rw [Matrix.sub_mul, Matrix.one_mul]
  have cancel : ∀ w : n → ℝ, (1 - M)⁻¹ *ᵥ ((1 - M) *ᵥ w) = w := fun w => by
    rw [Matrix.mulVec_mulVec, Matrix.nonsing_inv_mul _ hM, Matrix.one_mulVec]
  rw [h, ← Matrix.mulVec_mulVec, ← Matrix.mulVec_neg]
  constructor
  · intro e
    rw [← cancel (S *ᵥ q), e, cancel]
  · intro e
    rw [e]

/-- In the form with `S Mᵀ`, for invertible `S` and `1 - M`, the matrix `(S - S Mᵀ)⁻¹ (1 - M)`
equals `S⁻¹`, the conductor response up to sign, exactly when `M S = S Mᵀ`. -/
theorem right_form_conductor_iff (S M : Matrix n n ℝ) (hS : IsUnit S.det)
    (hM : IsUnit (1 - M).det) :
    (S - S * Mᵀ)⁻¹ * (1 - M) = S⁻¹ ↔ M * S = S * Mᵀ := by
  have hR : IsUnit (S - S * Mᵀ).det := by
    have h : S - S * Mᵀ = S * (1 - M)ᵀ := by
      rw [Matrix.transpose_sub, Matrix.transpose_one, Matrix.mul_sub, Matrix.mul_one]
    rw [h, Matrix.det_mul, Matrix.det_transpose]
    exact hS.mul hM
  constructor
  · intro e
    -- multiply by the PCM matrix on the left and by `S` on the right
    have h1 : (1 - M) * S = S - S * Mᵀ := by
      calc (1 - M) * S
          = ((S - S * Mᵀ) * (S - S * Mᵀ)⁻¹) * (1 - M) * S := by
            rw [Matrix.mul_nonsing_inv _ hR, Matrix.one_mul]
        _ = (S - S * Mᵀ) * ((S - S * Mᵀ)⁻¹ * (1 - M)) * S := by
            simp only [Matrix.mul_assoc]
        _ = S - S * Mᵀ := by
            rw [e, Matrix.mul_assoc, Matrix.nonsing_inv_mul _ hS, Matrix.mul_one]
    rw [Matrix.sub_mul, Matrix.one_mul] at h1
    exact sub_right_inj.mp h1
  · intro h
    have h2 : S - M * S = (1 - M) * S := by rw [Matrix.sub_mul, Matrix.one_mul]
    rw [← h, h2, Matrix.mul_inv_rev, Matrix.mul_assoc, Matrix.nonsing_inv_mul _ hM,
      Matrix.mul_one]

omit [DecidableEq n] in
/-- For a symmetric Coulomb matrix `S`, the condition `M S = S Mᵀ` says that `M S` is
symmetric. -/
theorem condition_iff_symm (S M : Matrix n n ℝ) (hS : S.IsSymm) :
    M * S = S * Mᵀ ↔ (M * S).IsSymm := by
  unfold Matrix.IsSymm
  rw [Matrix.transpose_mul, hS.eq]
  exact eq_comm

/-- At dielectric factor one, the PCM matrix differs from `(1 - M) S` by `θ` times the
mismatch between `S Mᵀ` and `M S`. -/
theorem pcm_gap (θ : ℝ) (S M : Matrix n n ℝ) :
    (1 - M) * S - pcmMatrix θ 1 S M = θ • (S * Mᵀ - M * S) := by
  unfold pcmMatrix
  rw [Matrix.sub_mul, Matrix.one_mul]
  module

/-- The dielectric factor tends to one as the permittivity grows without bound. -/
theorem tendsto_dielectricFactor : Tendsto dielectricFactor atTop (𝓝 1) := by
  have h0 : Tendsto (fun ε : ℝ => ε + 1) atTop atTop :=
    tendsto_atTop_add_const_right _ _ tendsto_id
  have h : Tendsto (fun ε : ℝ => 1 - 2 / (ε + 1)) atTop (𝓝 (1 - 0)) :=
    tendsto_const_nhds.sub (tendsto_const_nhds.div_atTop h0)
  rw [sub_zero] at h
  refine h.congr' ?_
  filter_upwards [eventually_gt_atTop (0 : ℝ)] with ε hε
  have hne : ε + 1 ≠ 0 := by linarith
  unfold dielectricFactor
  rw [eq_div_iff hne, sub_mul, div_mul_cancel₀ _ hne]
  ring

/-- For invertible `S` and `1 - M`, the PCM response tends to the conductor response `-S⁻¹`
at infinite permittivity exactly when `θ = 0` or `M S = S Mᵀ`. -/
theorem conductor_limit_iff (θ : ℝ) (S M : Matrix n n ℝ) (hS : IsUnit S.det)
    (hM : IsUnit (1 - M).det) :
    Tendsto (fun ε => response θ (dielectricFactor ε) S M) atTop (𝓝 (-S⁻¹))
      ↔ θ = 0 ∨ M * S = S * Mᵀ := by
  have hKc : Continuous (fun f : ℝ => pcmMatrix θ f S M) :=
    continuous_const.sub (continuous_id.smul continuous_const)
  constructor
  · intro h
    -- the limit is invertible, so the PCM matrix is eventually invertible
    have hdc : Continuous (fun A : Matrix n n ℝ => A.det) :=
      Continuous.matrix_det continuous_id
    have hne : (-S⁻¹).det ≠ 0 := by
      rw [Matrix.det_neg]
      exact mul_ne_zero (pow_ne_zero _ (by norm_num))
        (Matrix.isUnit_nonsing_inv_det S hS).ne_zero
    have hev := ((hdc.tendsto (-S⁻¹)).comp h).eventually_ne hne
    have heq : ∀ᶠ ε in atTop, pcmMatrix θ (dielectricFactor ε) S M
        * response θ (dielectricFactor ε) S M = -(dielectricFactor ε • (1 - M)) := by
      filter_upwards [hev] with ε hε
      have hK : IsUnit (pcmMatrix θ (dielectricFactor ε) S M).det := by
        by_contra hK
        apply hε
        change (response θ (dielectricFactor ε) S M).det = 0
        unfold response
        rw [Matrix.det_neg, Matrix.det_smul, Matrix.det_mul, Matrix.det_nonsing_inv,
          Ring.inverse_non_unit _ hK]
        simp only [zero_mul, mul_zero]
      unfold response
      rw [Matrix.mul_neg, Matrix.mul_smul, ← Matrix.mul_assoc,
        Matrix.mul_nonsing_inv _ hK, Matrix.one_mul]
    -- pass to the limit in the PCM equation
    have hl := ((hKc.tendsto 1).comp tendsto_dielectricFactor).mul h
    have hr := (tendsto_dielectricFactor.smul_const (1 - M)).neg
    have e := tendsto_nhds_unique (hl.congr' heq) hr
    rw [Matrix.mul_neg, neg_inj, one_smul] at e
    have e2 : (1 - M) * S = pcmMatrix θ 1 S M := by
      rw [← e, Matrix.mul_assoc, Matrix.nonsing_inv_mul _ hS, Matrix.mul_one]
    have e3 := pcm_gap θ S M
    rw [e2, sub_self] at e3
    rcases smul_eq_zero.mp e3.symm with h0 | h0
    · exact Or.inl h0
    · exact Or.inr (sub_eq_zero.mp h0).symm
  · intro h
    have hK1 : pcmMatrix θ 1 S M = (1 - M) * S := by
      have g := pcm_gap θ S M
      have z : θ • (S * Mᵀ - M * S) = 0 := by
        rcases h with h | h
        · rw [h, zero_smul]
        · rw [h, sub_self, smul_zero]
      rw [z] at g
      exact (sub_eq_zero.mp g).symm
    have hdet : (pcmMatrix θ 1 S M).det ≠ 0 := by
      rw [hK1, Matrix.det_mul]
      exact (hM.mul hS).ne_zero
    -- the inverse is continuous at an invertible matrix
    have hc : ContinuousAt (fun f : ℝ => (pcmMatrix θ f S M)⁻¹) 1 := by
      simp only [Matrix.inv_def, Ring.inverse_eq_inv']
      exact (hKc.matrix_det.continuousAt.inv₀ hdet).smul hKc.matrix_adjugate.continuousAt
    have hlim := (tendsto_dielectricFactor.smul
      ((hc.tendsto.comp tendsto_dielectricFactor).mul_const (1 - M))).neg
    have e : -((1 : ℝ) • ((pcmMatrix θ 1 S M)⁻¹ * (1 - M))) = -S⁻¹ := by
      rw [one_smul, hK1, Matrix.mul_inv_rev, Matrix.mul_assoc,
        Matrix.nonsing_inv_mul _ hM, Matrix.mul_one]
    rw [← e]
    exact hlim

/-- The form with `θ = 0` is the only one that reaches the conductor limit for all real `2 × 2`
matrices `S` and `M` with `S` symmetric and invertible and `1 - M` invertible. -/
theorem only_left_form_always (θ : ℝ) :
    (∀ S M : Matrix (Fin 2) (Fin 2) ℝ, S.IsSymm → IsUnit S.det → IsUnit (1 - M).det →
      Tendsto (fun ε => response θ (dielectricFactor ε) S M) atTop (𝓝 (-S⁻¹)))
      ↔ θ = 0 := by
  constructor
  · intro h
    -- a pair of matrices with `M S ≠ S Mᵀ`
    have hs : (!![2, 1; 1, 2] : Matrix (Fin 2) (Fin 2) ℝ).IsSymm :=
      Matrix.IsSymm.ext (fun i j => by fin_cases i <;> fin_cases j <;> simp)
    have hS : IsUnit (!![2, 1; 1, 2] : Matrix (Fin 2) (Fin 2) ℝ).det :=
      isUnit_iff_ne_zero.mpr (by norm_num [Matrix.det_fin_two])
    have hM : IsUnit (1 - !![1 / 2, 0; 0, 0] : Matrix (Fin 2) (Fin 2) ℝ).det :=
      isUnit_iff_ne_zero.mpr (by norm_num [Matrix.det_fin_two])
    rcases (conductor_limit_iff θ _ _ hS hM).mp (h _ _ hs hS hM) with h0 | h0
    · exact h0
    · exfalso
      have h1 := congrFun (congrFun h0 0) 1
      norm_num [Matrix.mul_apply, Fin.sum_univ_succ] at h1
  · intro h S M _ hS hM
    exact (conductor_limit_iff θ S M hS hM).mpr (Or.inl h)

end

end ConductorLimitPCM
```

```lean
#print axioms ConductorLimitPCM.right_form_conductor_iff
#print axioms ConductorLimitPCM.condition_iff_symm
#print axioms ConductorLimitPCM.conductor_limit_iff
#print axioms ConductorLimitPCM.only_left_form_always
```

```
'ConductorLimitPCM.right_form_conductor_iff' depends on axioms: [propext, Classical.choice, Quot.sound]
'ConductorLimitPCM.condition_iff_symm' depends on axioms: [propext, Classical.choice, Quot.sound]
'ConductorLimitPCM.conductor_limit_iff' depends on axioms: [propext, Classical.choice, Quot.sound]
'ConductorLimitPCM.only_left_form_always' depends on axioms: [propext, Classical.choice, Quot.sound]
```

## From the algebra to the Lean proof

In `left_form_conductor`, the local fact `cancel` removes $I-M$ from a vector equation. In `right_form_conductor_iff`, `hR` obtains invertibility from the factorisation $S(I-M)^{\mathsf T}$, and the `calc` block carries out the two multiplications. `pcm_gap` is the displayed difference, closed by `module`, and `tendsto_dielectricFactor` rewrites $f$ as $1-2/(\varepsilon+1)$.

The forward half of `conductor_limit_iff` needs one step more than the derivation above. Lean gives a singular matrix the inverse zero, so `response` has a value even where the PCM equation has no unique solution. The proof therefore uses $\det(-S^{-1})\neq0$: the determinant of the response is eventually non-zero, which forces $K_\theta(f)$ to be invertible there. Then `heq` is the equation $K_\theta R_\theta=-f(I-M)$, `tendsto_nhds_unique` equates the limits of its two sides, and `pcm_gap` with `smul_eq_zero` gives the two alternatives.

In the reverse half, `hK1` identifies $K_\theta(1)$ with $(I-M)S$. Continuity of the inverse, `hc`, comes from writing it as the adjugate divided by the determinant. `only_left_form_always` applies the equivalence to the two-point matrices and compares the entry `0 1` of the two products.

## The size of the error, and a single surface point

The same algebra gives the error of the charges. If $K_\theta(1)$ is invertible, then

$$R_\theta(1)-(-S^{-1})=\theta\,K_\theta(1)^{-1}(MS-SM^{\mathsf T})S^{-1}.$$

I derived this formula by hand from `pcm_gap`; it has no Lean proof here. It suggests a direct check on your mesh: compute $MS-SM^{\mathsf T}$. If the formula, applied to $v$, reproduces the discrepancy in your charges at very large permittivity, the linear equations were solved consistently and the discrepancy comes from the mismatch. The formula holds for any $S$ and $M$ with the required inverses, so a match doesn't show that their entries are correct; that needs a separate test.

With a single surface point, $S=s$ and $M=m$ are numbers and commute, so every $\theta$ has the conductor limit when $s\neq0$ and $m\neq1$. For $m=-1$, the value for a uniform potential on a sphere, the response is $-(1-1/\varepsilon)/s$, which contains the Born factor and tends to $-1/s$.
